# Gaussian unitary ensemble with weight $e^{-\operatorname{tr}H^2/2}$: $E(\operatorname{tr}H^2)=N^2$ and $E(\operatorname{tr}H^4)=2N^3+N$

The average over complex Hermitian $N\times N$ matrices with weight $e^{-\operatorname{tr}H^2/2}$, the Gaussian unitary ensemble, is represented here by a linear functional $E$ on polynomials in the matrix entries, and not by an integral. Trace moments are averages of polynomials, so two algebraic rules for $E$ suffice: normalisation and integration by parts. A functional obeying both is constructed at the end for every $N$.

```lean
import Mathlib

open MvPolynomial

namespace GaussianMatrixWick

noncomputable section
```

## The entries and their average

Let $N$ be a natural number and let $H_{ij}$, with $i,j$ running over $N$ values, be commuting variables. The polynomials in them have complex coefficients.

```lean
/-- Complex polynomials in the entries of an `N × N` matrix. -/
abbrev Poly (N : ℕ) := MvPolynomial (Fin N × Fin N) ℂ
```

These variables are the entries of a matrix $H$. As polynomial variables, $H_{ij}$ and $H_{ji}$ are independent; Hermiticity enters only through the average.

```lean
/-- The random matrix `H`, whose entries are the coordinate variables `H_ij`. -/
def matH (N : ℕ) : Matrix (Fin N) (Fin N) (Poly N) := Matrix.of fun i j => X (i, j)
```

For the weight $e^{-\operatorname{tr}H^2/2}$ on Hermitian matrices, $\partial e^{-\operatorname{tr}H^2/2}/\partial H_{ji}=-H_{ij}\,e^{-\operatorname{tr}H^2/2}$. The integral of a total derivative vanishes, which gives

$$E(H_{ij}\,p)=E\!\left(\frac{\partial p}{\partial H_{ji}}\right),\qquad E(1)=1,$$

for every polynomial $p$. This average is that of the Gaussian unitary ensemble (GUE), and the structure `IsGUE E` takes these two properties as its fields `parts` and `one`. They fix the scale $E(H_{ij}H_{ji})=1$; another variance would rescale the moments.

```lean
/-- A normalised expectation obeying Gaussian integration by parts,
`E(H_ij p) = E(∂p/∂H_ji)`. -/
structure IsGUE {N : ℕ} (E : Poly N →ₗ[ℂ] ℂ) : Prop where
  one : E 1 = 1
  parts : ∀ i j p, E (X (i, j) * p) = E (pderiv (j, i) p)
```

Write $a=(a_1,a_2)$ for an index pair and $a^T=(a_2,a_1)$ for its transpose. The propagator is $\operatorname{cov}(a,b)=1$ if $b=a^T$, and $0$ otherwise.

```lean
/-- The propagator: one if the second index pair is the transpose of the first,
zero otherwise. -/
def cov {N : ℕ} (a b : Fin N × Fin N) : ℂ := if b = (a.2, a.1) then 1 else 0
```

## Wick pairings of two and four entries

Differentiating one variable by another gives $\partial H_b/\partial H_c=\delta_{bc}$. The Lean lemma writes this as a scalar times the constant polynomial $1$, so that linearity can later take the scalar out of $E$.

```lean
variable {N : ℕ} {E : Poly N →ₗ[ℂ] ℂ}

/-- The derivative of one matrix entry with respect to another is one or zero. -/
lemma pderiv_entry (c b : Fin N × Fin N) :
    pderiv c (X b : Poly N) = (if b = c then (1 : ℂ) else 0) • (1 : Poly N) := by
  by_cases h : b = c
  · subst h
    simp
  · rw [pderiv_X_of_ne h]
    simp [h]
```

Integration by parts with $p=H_b$ then gives the two-point function:

$$E(H_aH_b)=E\!\left(\frac{\partial H_b}{\partial H_{a^T}}\right)=\operatorname{cov}(a,b)\,E(1)=\operatorname{cov}(a,b).$$

The proof applies `h.parts`, then the derivative lemma, then `h.one`.

```lean
/-- The two-point function of matrix entries is the propagator. -/
theorem two_point (h : IsGUE E) (a b : Fin N × Fin N) : E (X a * X b) = cov a b := by
  refine (h.parts a.1 a.2 _).trans ?_
  rw [pderiv_entry, map_smul, h.one, smul_eq_mul, mul_one, cov]
```

For four entries, the Leibniz rule lets the derivative act on each of the three remaining factors:

$$\begin{aligned}
E(H_aH_bH_cH_d)&=\operatorname{cov}(a,b)E(H_cH_d)+\operatorname{cov}(a,c)E(H_bH_d)+\operatorname{cov}(a,d)E(H_bH_c)\\
&=\operatorname{cov}(a,b)\operatorname{cov}(c,d)+\operatorname{cov}(a,c)\operatorname{cov}(b,d)+\operatorname{cov}(a,d)\operatorname{cov}(b,c).
\end{aligned}$$

In Lean, `Derivation.leibniz` produces the three terms and `two_point h` evaluates what is left of each. This is Wick's formula at fourth order, which is all that $\operatorname{tr}H^4$ needs; products of six or more entries are not treated.

```lean
/-- Wick's formula for four matrix entries: the expectation is the sum over the three
pairings. -/
theorem four_point (h : IsGUE E) (a b c d : Fin N × Fin N) :
    E (X a * (X b * (X c * X d))) =
      cov a b * cov c d + cov a c * cov b d + cov a d * cov b c := by
  -- contract the first entry with each of the other three
  refine (h.parts a.1 a.2 _).trans ?_
  simp only [Derivation.leibniz, pderiv_entry, smul_eq_mul, mul_smul_comm, mul_one,
    mul_add, map_add, map_smul, two_point h]
  simp only [cov]
  ring
```

## Counting free indices in each pairing

The fourth trace is $\operatorname{tr}H^4=\sum_{ijkl}H_{ij}H_{jk}H_{kl}H_{li}$. Number its factors 1 to 4. The pairing (12)(34) requires $(j,k)=(j,i)$ and $(l,i)=(l,k)$. Both conditions say $k=i$, so $i,j,l$ remain free and the sum is $N^3$.

The auxiliary statement `e` reduces the product of propagators to this single condition by splitting into cases, after which the sum simplifies.

```lean
/-- The two propagators of the pairing (12)(34), multiplied and summed over all four indices, give
`N³`. -/
theorem planar_pairing_left (N : ℕ) :
    ∑ i : Fin N, ∑ j : Fin N, ∑ k : Fin N, ∑ l : Fin N,
      cov (i, j) (j, k) * cov (k, l) (l, i) = (N : ℂ) ^ 3 := by
  have e : ∀ i j k l : Fin N, cov (i, j) (j, k) * cov (k, l) (l, i) =
      if k = i then 1 else 0 := by
    intro i j k l
    unfold cov
    split_ifs <;> simp_all
  simp only [e]
  simp
  ring
```

The pairing (13)(24) requires $(k,l)=(j,i)$ and $(l,i)=(k,j)$. Together these force $i=j=k=l$. One index remains free, and the sum is $N$.

```lean
/-- The two propagators of the pairing (13)(24), multiplied and summed over all four indices, give
`N`. -/
theorem crossed_pairing (N : ℕ) :
    ∑ i : Fin N, ∑ j : Fin N, ∑ k : Fin N, ∑ l : Fin N,
      cov (i, j) (k, l) * cov (j, k) (l, i) = (N : ℂ) := by
  have e : ∀ i j k l : Fin N, cov (i, j) (k, l) * cov (j, k) (l, i) =
      if l = i then (if k = i then (if j = i then 1 else 0) else 0) else 0 := by
    intro i j k l
    unfold cov
    split_ifs <;> simp_all
  simp only [e]
  simp
```

The pairing (14)(23) requires $(l,i)=(j,i)$ and $(k,l)=(k,j)$, that is, $l=j$. Again three indices are free, and the sum is $N^3$.

```lean
/-- The two propagators of the pairing (14)(23), multiplied and summed over all four indices, give
`N³`. -/
theorem planar_pairing_right (N : ℕ) :
    ∑ i : Fin N, ∑ j : Fin N, ∑ k : Fin N, ∑ l : Fin N,
      cov (i, j) (l, i) * cov (j, k) (k, l) = (N : ℂ) ^ 3 := by
  have e : ∀ i j k l : Fin N, cov (i, j) (l, i) * cov (j, k) (k, l) =
      if l = j then 1 else 0 := by
    intro i j k l
    unfold cov
    split_ifs <;> simp_all
  simp only [e]
  simp
  ring
```

The words "planar" and "crossed" in the theorem names refer to drawing each pairing as a ribbon graph with one vertex, two ribbons and one face per free index. The Euler characteristic is $1-2+3=2$ for the first and third pairings, a sphere, and $1-2+1=0$ for the crossed one, a torus of genus one. The Lean theorems establish the index sums and contain no surfaces.

## The two trace moments

For the second moment,

$$E(\operatorname{tr}H^2)=\sum_{ij}E(H_{ij}H_{ji})=\sum_{ij}1=N^2.$$

Normalisation is needed here: the zero functional obeys the integration-by-parts rule, yet it gives $0$ instead of $N^2$ for every $N\ge1$.

```lean
/-- The second trace moment is `E(tr H²) = N²`. -/
theorem second_moment (h : IsGUE E) : E (matH N ^ 2).trace = (N : ℂ) ^ 2 := by
  rw [pow_two]
  simp only [Matrix.trace, Matrix.diag_apply, Matrix.mul_apply, matH, Matrix.of_apply,
    map_sum, two_point h]
  simp [cov]
  ring
```

For the fourth moment, the four-point formula is summed over the indices of the trace:

$$E(\operatorname{tr}H^4)=N^3+N+N^3=2N^3+N.$$

The Lean proof first brackets $H^4$ as $H(H(HH))$, so that the expanded trace has the form expected by `four_point`. It then substitutes the three pairing sums.

The case $N=2$ can be followed entry by entry. Let $H$ have rows $(a,b)$ and $(c,d)$, where the letters now denote entries. The nonzero two-point functions are $E(a^2)=E(d^2)=E(bc)=1$, and

$$\operatorname{tr}H^4=(a^2+bc)^2+2bc\,(a+d)^2+(d^2+bc)^2.$$

With $E(a^4)=3$, $E(a^2bc)=1$ and $E(b^2c^2)=2$, the first square averages to $3+2+2=7$, and so does the last. The middle term gives $2(1+1)=4$. The total is $18=2\cdot 2^3+2$.

```lean
/-- The fourth trace moment is `E(tr H⁴) = 2N³ + N`. -/
theorem fourth_moment (h : IsGUE E) :
    E (matH N ^ 4).trace = 2 * (N : ℂ) ^ 3 + N := by
  have e : matH N ^ 4 = matH N * (matH N * (matH N * matH N)) := by
    simp only [pow_succ, pow_zero, one_mul, mul_assoc]
  rw [e]
  simp only [Matrix.trace, Matrix.diag_apply, Matrix.mul_apply, matH, Matrix.of_apply,
    Finset.mul_sum, map_sum, four_point h, Finset.sum_add_distrib]
  -- the three pairings, summed over the indices of the trace
  rw [planar_pairing_left, crossed_pairing, planar_pairing_right]
  ring
```

For $N\ne0$, division by $N^3$ gives

$$\frac{E(\operatorname{tr}H^4)}{N^3}=2+\frac1{N^2}.$$

This is the mean fourth moment per eigenvalue of $H/\sqrt N$, with the crossed pairing as the $1/N^2$ correction. When $H$ serves as a random-matrix model of a quantum Hamiltonian without time-reversal symmetry, the result gives a moment of its averaged level density, for a finite matrix with Gaussian entries and no spatial or few-body structure.

```lean
/-- For `N ≠ 0`, the fourth trace moment divided by `N³` is `2 + 1/N²`. -/
theorem fourth_moment_scaled (h : IsGUE E) (hN : N ≠ 0) :
    E (matH N ^ 4).trace / (N : ℂ) ^ 3 = 2 + 1 / (N : ℂ) ^ 2 := by
  have hN' : (N : ℂ) ≠ 0 := Nat.cast_ne_zero.mpr hN
  rw [fourth_moment h]
  field_simp
```

## A Hermitian matrix built from real Gaussians

To realise the two rules, start from independent standard real Gaussians $x_{ij}$. The moments $m_n$ of one such variable satisfy $m_0=1$, $m_1=0$ and $m_{n+2}=(n+1)m_n$.

```lean
/-- Moments of a standard real Gaussian variable, by their recursion. -/
def moment : ℕ → ℂ
  | 0 => 1
  | 1 => 0
  | n + 2 => (n + 1) * moment n
```

Independence makes the average of a monomial a product of one-variable moments, $G\big(\prod_a x_a^{s_a}\big)=\prod_a m_{s_a}$, where $s_a$ is the exponent of $x_a$. Linearity extends $G$, called `gauss` in Lean, to all polynomials.

```lean
/-- Expectation over independent standard real Gaussians `x_ij`. -/
def gauss (N : ℕ) : Poly N →ₗ[ℂ] ℂ :=
  (basisMonomials (Fin N × Fin N) ℂ).constr ℂ fun s => ∏ a, moment (s a)
```

With $\mathrm i$ the imaginary unit, set

$$H_{ij}=\alpha x_{ij}+\beta x_{ji},\qquad \alpha=\frac{1+\mathrm i}{2},\quad \beta=\frac{1-\mathrm i}{2}.$$

Since $\beta=\bar\alpha$ and the $x_{ij}$ are real, $\overline{H_{ij}}=H_{ji}$. The map $S$, called `subst`, inserts these expressions into a polynomial in the entries of $H$.

```lean
/-- The substitution `H_ij = ((1+i) x_ij + (1-i) x_ji)/2`. -/
def subst (N : ℕ) : Poly N →ₐ[ℂ] Poly N :=
  aeval fun a => ((1 + Complex.I) / 2) • X a + ((1 - Complex.I) / 2) • X (a.2, a.1)
```

The average of $p$ is then $G(Sp)$.

```lean
/-- The expectation of a polynomial in `H`, with `H` built from independent real Gaussians. -/
def gue (N : ℕ) : Poly N →ₗ[ℂ] ℂ := gauss N ∘ₗ (subst N).toLinearMap
```

The definition of $G$ on monomials carries over to monomials with a coefficient by linearity.

```lean
/-- The Gaussian expectation of a monomial with coefficient `c` is `c` times the product of
one-variable moments. -/
lemma gauss_monomial (s : Fin N × Fin N →₀ ℕ) (c : ℂ) :
    gauss N (monomial s c) = c * ∏ a, moment (s a) := by
  have h := (basisMonomials (Fin N × Fin N) ℂ).constr_basis ℂ
    (fun s => ∏ a, moment (s a)) s
  rw [coe_basisMonomials] at h
  have e : (monomial s c : Poly N) = c • monomial s 1 := by simp [smul_monomial]
  rw [e, map_smul, smul_eq_mul]
  exact congrArg (c * ·) h
```

Integration by parts for the real variables reads $G(x_a\,p)=G(\partial p/\partial x_a)$. On a monomial with exponents $s$, only the factor belonging to $a$ changes, and the recursion gives

$$m_{s_a+1}\prod_{b\ne a}m_{s_b}=s_a\,m_{s_a-1}\prod_{b\ne a}m_{s_b}.$$

For $s_a=0$ both sides vanish. In the proof, `hr` says that the other factors agree and `ha` applies the recursion to the factor at $a$. Additivity extends the rule to every polynomial.

```lean
/-- Integration by parts for independent standard real Gaussians. -/
lemma gauss_parts (a : Fin N × Fin N) (p : Poly N) :
    gauss N (X a * p) = gauss N (pderiv a p) := by
  refine MvPolynomial.induction_on' p ?_ ?_
  · intro s c
    have hX : (X a * monomial s c : Poly N) = monomial (Finsupp.single a 1 + s) c := by
      rw [MvPolynomial.X, monomial_mul, one_mul]
    have hm : ∀ n : ℕ, moment (n + 1) = n * moment (n - 1) := by
      intro n
      cases n <;> simp [moment]
    -- only the factor belonging to `a` changes
    have hr : ∏ b ∈ Finset.univ.erase a,
          moment ((Finsupp.single a 1 + s : Fin N × Fin N →₀ ℕ) b) =
        ∏ b ∈ Finset.univ.erase a,
          moment ((s - Finsupp.single a 1 : Fin N × Fin N →₀ ℕ) b) := by
      refine Finset.prod_congr rfl fun b hb => ?_
      have hab : a ≠ b := (Finset.ne_of_mem_erase hb).symm
      simp [hab]
    have ha : moment ((Finsupp.single a 1 + s : Fin N × Fin N →₀ ℕ) a) =
        s a * moment ((s - Finsupp.single a 1 : Fin N × Fin N →₀ ℕ) a) := by
      have e1 : (Finsupp.single a 1 + s : Fin N × Fin N →₀ ℕ) a = s a + 1 := by
        simp [add_comm]
      have e2 : (s - Finsupp.single a 1 : Fin N × Fin N →₀ ℕ) a = s a - 1 := by simp
      rw [e1, e2, hm]
    rw [hX, pderiv_monomial, gauss_monomial, gauss_monomial,
      ← Finset.mul_prod_erase Finset.univ
        (fun b => moment ((Finsupp.single a 1 + s : Fin N × Fin N →₀ ℕ) b))
        (Finset.mem_univ a),
      ← Finset.mul_prod_erase Finset.univ
        (fun b => moment ((s - Finsupp.single a 1 : Fin N × Fin N →₀ ℕ) b))
        (Finset.mem_univ a), hr, ha]
    ring
  · intro p q hp hq
    rw [mul_add, map_add, map_add, map_add, hp, hq]
```

The variable $x_c$ occurs in $H_c$ with coefficient $\alpha$ and in $H_{c^T}$ with coefficient $\beta$. The chain rule is therefore

$$\frac{\partial (Sp)}{\partial x_c}=\alpha\,S\!\left(\frac{\partial p}{\partial H_c}\right)+\beta\,S\!\left(\frac{\partial p}{\partial H_{c^T}}\right),$$

which also holds on the diagonal, where the two terms combine. Lean proves it by induction over constants, sums and multiplication by a variable.

```lean
/-- The chain rule for the substitution of real Gaussians into `H`. -/
lemma pderiv_subst (c : Fin N × Fin N) (p : Poly N) :
    pderiv c (subst N p) = ((1 + Complex.I) / 2) • subst N (pderiv c p) +
      ((1 - Complex.I) / 2) • subst N (pderiv (c.2, c.1) p) := by
  induction p using MvPolynomial.induction_on
  · simp [subst]
  · rename_i p q hp hq
    simp only [map_add, hp, hq, smul_add]
    abel
  · rename_i p b ih
    have hX : subst N (X b) = ((1 + Complex.I) / 2) • X b +
        ((1 - Complex.I) / 2) • X (b.2, b.1) := by simp [subst]
    have hs : (if (b.2, b.1) = c then (1 : ℂ) else 0) =
        if b = (c.2, c.1) then 1 else 0 := by
      rcases b with ⟨b1, b2⟩
      rcases c with ⟨c1, c2⟩
      simp [and_comm]
    simp only [map_mul, hX, Derivation.leibniz, map_add, Derivation.map_smul, map_smul,
      smul_eq_mul, ih, pderiv_entry, hs, map_one]
    simp only [MvPolynomial.smul_eq_C_mul]
    ring
```

Combining the last two rules,

$$G\big(S(H_{ij}p)\big)=(\alpha^2+\beta^2)\,G\!\left(S\frac{\partial p}{\partial H_{ij}}\right)+2\alpha\beta\,G\!\left(S\frac{\partial p}{\partial H_{ji}}\right).$$

Because $\alpha^2+\beta^2=0$ and $2\alpha\beta=1$, only the transposed derivative survives, as `IsGUE` demands. The closing `linear_combination` uses $\mathrm i^2=-1$ for exactly this cancellation. Normalisation follows from $m_0=1$, so both trace moments apply to `gue N` for every $N$.

```lean
/-- For every `N`, the expectation `gue N` built from independent real Gaussians is
normalised and obeys the integration-by-parts rule. -/
theorem isGUE_witness (N : ℕ) : IsGUE (gue N) where
  one := by
    change gauss N (subst N 1) = 1
    rw [map_one]
    have h := gauss_monomial (N := N) 0 1
    simpa [moment] using h
  parts i j p := by
    change gauss N (subst N (X (i, j) * p)) = gauss N (subst N (pderiv (j, i) p))
    have hX : subst N (X (i, j)) = ((1 + Complex.I) / 2) • X (i, j) +
        ((1 - Complex.I) / 2) • X (j, i) := by simp [subst]
    rw [map_mul, hX, add_mul, smul_mul_assoc, smul_mul_assoc, map_add, map_smul, map_smul,
      gauss_parts, gauss_parts, pderiv_subst, pderiv_subst]
    simp only [map_add, map_smul, smul_eq_mul]
    linear_combination ((gauss N (subst N (pderiv (i, j) p)) -
      gauss N (subst N (pderiv (j, i) p))) / 2) * Complex.I_sq

end

end GaussianMatrixWick
```

```lean
#print axioms GaussianMatrixWick.second_moment
-- 'GaussianMatrixWick.second_moment' depends on axioms: [propext, Classical.choice, Quot.sound]
#print axioms GaussianMatrixWick.fourth_moment_scaled
-- 'GaussianMatrixWick.fourth_moment_scaled' depends on axioms: [propext, Classical.choice, Quot.sound]
#print axioms GaussianMatrixWick.gauss_parts
-- 'GaussianMatrixWick.gauss_parts' depends on axioms: [propext, Classical.choice, Quot.sound]
```
